# The second moment of a set of point charges is independent of the centre exactly when its total charge and dipole vanish

For a finite set of real point charges in a space of positive dimension, the second moment about a centre c is the matrix Σ qᵢ (rᵢ − c)(rᵢ − c)ᵀ, with its trace kept. The theorem says that this matrix is the same about every centre as about c if and only if the total charge Q and the dipole p about c are both zero. For the forward direction, the attempt moves the centre by −t along axis k and reads off the k-th diagonal entry, which gives 2pₖt + Qt² = 0. Taking t = 1 and t = −1 gives Q = 0, and then p = 0. The converse follows from the formula for shifting the centre, proved just before.

As first written in Lean, the proof fails:

```lean
import Mathlib

open Matrix

namespace DistributedMultipoles

noncomputable section

variable {ι κ : Type*} {d : ℕ}

/-- The total charge of a set `s` of point charges. -/
def charge (q : ι → ℝ) (s : Finset ι) : ℝ := ∑ i ∈ s, q i

/-- The dipole moment of the charges in `s` about the centre `c`. -/
def dipole (q : ι → ℝ) (r : ι → Fin d → ℝ) (s : Finset ι) (c : Fin d → ℝ) : Fin d → ℝ :=
  ∑ i ∈ s, q i • (r i - c)

/-- The second moment of the charges in `s` about the centre `c`, a `d × d` matrix. -/
def secondMoment (q : ι → ℝ) (r : ι → Fin d → ℝ) (s : Finset ι) (c : Fin d → ℝ) :
    Matrix (Fin d) (Fin d) ℝ :=
  ∑ i ∈ s, q i • vecMulVec (r i - c) (r i - c)

/-- Moving the centre from `c` to `b` changes the second moment by two dipole terms
and one charge term. -/
theorem secondMoment_shift (q : ι → ℝ) (r : ι → Fin d → ℝ) (s : Finset ι)
    (c b : Fin d → ℝ) :
    secondMoment q r s b = secondMoment q r s c + vecMulVec (dipole q r s c) (c - b)
      + vecMulVec (c - b) (dipole q r s c) + charge q s • vecMulVec (c - b) (c - b) := by
  ext k l
  -- compare the contributions of each charge, using r - b = (r - c) + (c - b)
  simp only [secondMoment, dipole, charge, Matrix.add_apply, Matrix.sum_apply,
    Matrix.smul_apply, Matrix.vecMulVec_apply, Finset.sum_apply, Pi.smul_apply,
    Pi.sub_apply, smul_eq_mul, Finset.sum_mul, Finset.mul_sum, ← Finset.sum_add_distrib]
  exact Finset.sum_congr rfl fun i _ => by ring

/-- In positive dimension, the second moment of a set of charges is the same about every
centre exactly when its total charge and its dipole vanish. -/
theorem secondMoment_centre_independent_iff (hd : 0 < d) (q : ι → ℝ) (r : ι → Fin d → ℝ)
    (s : Finset ι) (c : Fin d → ℝ) :
    (∀ b, secondMoment q r s b = secondMoment q r s c) ↔
      charge q s = 0 ∧ dipole q r s c = 0 := by
  constructor
  · intro h
    -- displace the centre by t along axis k and read off the diagonal entry
    have key : ∀ (k : Fin d) (t : ℝ),
        2 * dipole q r s c k * t + charge q s * t ^ 2 = 0 := by
      intro k t
      have h1 : secondMoment q r s (c - Pi.single k t) k k = secondMoment q r s c k k := by
        rw [h (c - Pi.single k t)]
      rw [secondMoment_shift q r s c (c - Pi.single k t)] at h1
      simp only [sub_sub_cancel, Matrix.add_apply, Matrix.smul_apply,
        Matrix.vecMulVec_apply, Pi.single_eq_same, smul_eq_mul] at h1
      linear_combination h1
    -- opposite displacements isolate the charge
    have hQ : charge q s = 0 := by
      have h1 := key ⟨0, hd⟩ 1
      have h2 := key ⟨0, hd⟩ (-1)
      linarith
    refine ⟨hQ, funext fun k => ?_⟩
    have h1 := key k 1
    rw [hQ] at h1
    simp only [Pi.zero_apply]
    linarith
  · rintro ⟨hQ, hp⟩ b
    rw [secondMoment_shift q r s c b, hQ, hp]
    ext k l
    simp [Matrix.vecMulVec_apply]

end

end DistributedMultipoles
```

Messages:

```
Main.lean:49:12: error: Tactic `rewrite` failed: Did not find an occurrence of the pattern
  secondMoment q r s (c - Pi.single k ?m.104)
in the target expression
  secondMoment q r s (c - Pi.single k t) k k = secondMoment q r s c k k

ι : Type u_1
d : ℕ
hd : 0 < d
q : ι → ℝ
r : ι → Fin d → ℝ
s : Finset ι
c : Fin d → ℝ
h : ∀ (b : Fin d → ℝ), secondMoment q r s b = secondMoment q r s c
k : Fin d
t : ℝ
⊢ secondMoment q r s (c - Pi.single k t) k k = secondMoment q r s c k k

Note: The target expression is not type-correct under the `implicit` transparency level, which may have triggered the failure. This is usually caused by unfolding of semireducible definitions in prior tactic steps. Use `set_option linter.tacticCheckInstances true` to investigate the source of the issue.
Full error:
  function expected
    secondMoment q r s (c - Pi.single k t) k
Main.lean:50:10: error: Tactic `rewrite` failed: Did not find an occurrence of the pattern
  secondMoment q r s (c - Pi.single k ?m.115)
in the target expression
  secondMoment q r s (c - Pi.single k t) k k = secondMoment q r s c k k

ι : Type u_1
d : ℕ
hd : 0 < d
q : ι → ℝ
r : ι → Fin d → ℝ
s : Finset ι
c : Fin d → ℝ
h : ∀ (b : Fin d → ℝ), secondMoment q r s b = secondMoment q r s c
k : Fin d
t : ℝ
h1 : secondMoment q r s (c - Pi.single k t) k k = secondMoment q r s c k k
⊢ 2 * dipole q r s c k * t + charge q s * t ^ 2 = 0

Note: The target expression is not type-correct under the `implicit` transparency level, which may have triggered the failure. This is usually caused by unfolding of semireducible definitions in prior tactic steps. Use `set_option linter.tacticCheckInstances true` to investigate the source of the issue.
Full error:
  function expected
    secondMoment q r s (c - Pi.single k t) k
Main.lean:67:10: warning: This simp argument is unused:
  Matrix.vecMulVec_apply

Hint: Omit it from the simp argument list.
  [apply] simp

Note: This linter can be disabled with `set_option linter.unusedSimpArgs false`
```

Fix (accepted with no message):

```diff
@@ -42,14 +42,18 @@
   constructor
   · intro h
-    -- displace the centre by t along axis k and read off the diagonal entry
+    -- move the centre from c to c - v and read off a diagonal entry
+    have shift : ∀ (k : Fin d) (v : Fin d → ℝ),
+        2 * dipole q r s c k * v k + charge q s * v k ^ 2 = 0 := by
+      intro k v
+      have h0 := h (c - v)
+      rw [secondMoment_shift q r s c (c - v)] at h0
+      have h1 := congrArg (fun M : Matrix (Fin d) (Fin d) ℝ => M k k) h0
+      simp only [sub_sub_cancel, Matrix.add_apply, Matrix.smul_apply,
+        Matrix.vecMulVec_apply, smul_eq_mul] at h1
+      linear_combination h1
+    -- it is enough to take every component of v equal to t
     have key : ∀ (k : Fin d) (t : ℝ),
-        2 * dipole q r s c k * t + charge q s * t ^ 2 = 0 := by
-      intro k t
-      have h1 : secondMoment q r s (c - Pi.single k t) k k = secondMoment q r s c k k := by
-        rw [h (c - Pi.single k t)]
-      rw [secondMoment_shift q r s c (c - Pi.single k t)] at h1
-      simp only [sub_sub_cancel, Matrix.add_apply, Matrix.smul_apply,
-        Matrix.vecMulVec_apply, Pi.single_eq_same, smul_eq_mul] at h1
-      linear_combination h1
+        2 * dipole q r s c k * t + charge q s * t ^ 2 = 0 :=
+      fun k t => shift k (fun _ => t)
     -- opposite displacements isolate the charge
     have hQ : charge q s = 0 := by
@@ -65,5 +69,5 @@
     rw [secondMoment_shift q r s c b, hQ, hp]
     ext k l
-    simp [Matrix.vecMulVec_apply]
+    simp
 
 end
```

Cause. Both errors are failed rewrites, by `h` and by `secondMoment_shift`, and they have the same cause. Each pattern contains `Pi.single k ?m` where the target has `Pi.single k t`. `Pi.single` allows the value's type to depend on the index, so when Lean reads `t` inside the `rw` term it does not yet know that the expected type is `ℝ`, and it postpones that argument. `rw` starts its search before the postponed argument is settled. The hole left in its place is reserved for the elaborator, so matching cannot fill it with `t`, and no occurrence is found.

Lean's note points to something else: the target applies a matrix directly to indices, which type-checks only if `Matrix` is unfolded. That does not hide the term being sought, which stands in the target as a well-typed subterm.

The new `shift` uses a plain vector `v` in place of `Pi.single`, so the pattern has no hole and the rewrite succeeds. The diagonal entry, now taken after the rewrite with `congrArg`, involves only `v k`, so `key` follows by setting every component of `v` to `t`.

Dropping `Matrix.vecMulVec_apply` from the last `simp` answers the unused-argument warning. With the charge and dipole already replaced by zero, `simp` clears the extra terms without that lemma.
